# The partial trace of a rotation-invariant operator on two spins is a multiple of the identity

Rotational invariance of an operator X on two coupled spins is expressed here as commutation with two matrices, total Jx and total Jz. The question is what remains of X when the second spin is traced out, and the answer is the identity times Tr X divided by the dimension of the first spin.

In Lean 4 with Mathlib:

```lean
import Mathlib

open Matrix
open scoped Kronecker

namespace PartialTraceSumRule

noncomputable section

/-- The lowering operator `J₋` of spin `a/2`; the basis index `i` carries the magnetic
number `a/2 - i`. -/
def lower (a : ℕ) : Matrix (Fin (a + 1)) (Fin (a + 1)) ℂ :=
  Matrix.of fun i j => if (i : ℕ) = (j : ℕ) + 1 then
    ((√((((j : ℕ) : ℝ) + 1) * ((a : ℝ) - ((j : ℕ) : ℝ))) : ℝ) : ℂ) else 0

/-- The component `Jx = (J₋ + J₊)/2` of spin `a/2`. -/
def spinX (a : ℕ) : Matrix (Fin (a + 1)) (Fin (a + 1)) ℂ :=
  (1 / 2 : ℂ) • (lower a + (lower a)ᴴ)


/-- The component `Jz` of spin `a/2`, diagonal with entries `a/2 - i`. -/
def spinZ (a : ℕ) : Matrix (Fin (a + 1)) (Fin (a + 1)) ℂ :=
  Matrix.diagonal fun i => (a : ℂ) / 2 - ((i : ℕ) : ℂ)

variable {m n : Type*} [Fintype m] [Fintype n] [DecidableEq m] [DecidableEq n]

/-- The total operator `A ⊗ 1 + 1 ⊗ B` of two subsystems. -/
def total (A : Matrix m m ℂ) (B : Matrix n n ℂ) : Matrix (m × n) (m × n) ℂ :=
  A ⊗ₖ (1 : Matrix n n ℂ) + (1 : Matrix m m ℂ) ⊗ₖ B


/-- The partial trace over the second factor. -/
def partialTrace (X : Matrix (m × n) (m × n) ℂ) : Matrix m m ℂ :=
  Matrix.of fun i j => ∑ k, X (i, k) (j, k)


/-- The matrices `Jx` and `Jz` are Hermitian. -/
theorem spin_hermitian (a : ℕ) : (spinX a)ᴴ = spinX a ∧ (spinZ a)ᴴ = spinZ a := by
  constructor
  · simp [spinX, Matrix.conjTranspose_smul, add_comm]
  · simp only [spinZ, Matrix.diagonal_conjTranspose]
    congr 1
    funext i
    simp


/-- If `X` commutes with `A ⊗ 1 + 1 ⊗ B`, then its partial trace over the second factor
commutes with `A`. -/
theorem commute_partialTrace {X : Matrix (m × n) (m × n) ℂ} {A : Matrix m m ℂ}
    {B : Matrix n n ℂ} (h : Commute X (total A B)) : Commute (partialTrace X) A := by
  have hadd : ∀ Y Z : Matrix (m × n) (m × n) ℂ,
      partialTrace (Y + Z) = partialTrace Y + partialTrace Z := by
    intro Y Z
    ext i j
    simp [partialTrace, Finset.sum_add_distrib]
  -- operators on the first factor pass through the partial trace
  have hr : partialTrace (X * (A ⊗ₖ (1 : Matrix n n ℂ))) = partialTrace X * A := by
    ext i j
    simp only [partialTrace, Matrix.of_apply, Matrix.mul_apply, Fintype.sum_prod_type,
      Matrix.kroneckerMap_apply, Matrix.one_apply, Finset.sum_mul, mul_ite, mul_one,
      mul_zero, Finset.sum_ite_eq', Finset.mem_univ, if_true]
    exact Finset.sum_comm
  have hl : partialTrace ((A ⊗ₖ (1 : Matrix n n ℂ)) * X) = A * partialTrace X := by
    ext i j
    simp only [partialTrace, Matrix.of_apply, Matrix.mul_apply, Fintype.sum_prod_type,
      Matrix.kroneckerMap_apply, Matrix.one_apply, Finset.mul_sum, mul_ite, mul_one,
      mul_zero, ite_mul, zero_mul, Finset.sum_ite_eq, Finset.mem_univ, if_true]
    exact Finset.sum_comm
  -- operators on the second factor may be cycled
  have hc : partialTrace (X * ((1 : Matrix m m ℂ) ⊗ₖ B))
      = partialTrace (((1 : Matrix m m ℂ) ⊗ₖ B) * X) := by
    ext i j
    simp only [partialTrace, Matrix.of_apply, Matrix.mul_apply,
      Fintype.sum_prod_type_right, Matrix.kroneckerMap_apply, Matrix.one_apply, mul_ite,
      ite_mul, one_mul, zero_mul, mul_zero, Finset.sum_ite_eq, Finset.sum_ite_eq',
      Finset.mem_univ, if_true]
    rw [Finset.sum_comm]
    exact Finset.sum_congr rfl fun _ _ => Finset.sum_congr rfl fun _ _ => mul_comm _ _
  have e := congrArg partialTrace h.eq
  rw [total, mul_add, add_mul, hadd, hadd, hr, hl, hc] at e
  exact add_right_cancel e

/-- A matrix on spin `a/2` that commutes with `Jx` and `Jz` is its trace divided by `a+1`,
times the identity. -/
theorem scalar_of_commute {a : ℕ} {P : Matrix (Fin (a + 1)) (Fin (a + 1)) ℂ}
    (hx : Commute P (spinX a)) (hz : Commute P (spinZ a)) :
    P = (P.trace / ((a : ℂ) + 1)) • (1 : Matrix (Fin (a + 1)) (Fin (a + 1)) ℂ) := by
  -- distinct magnetic numbers force `P` to be diagonal
  have hoff : ∀ i j, i ≠ j → P i j = 0 := by
    intro i j hij
    have h := congrFun (congrFun hz.eq i) j
    simp only [spinZ, Matrix.mul_diagonal, Matrix.diagonal_mul] at h
    have h' : (((i : ℕ) : ℂ) - ((j : ℕ) : ℂ)) * P i j = 0 := by linear_combination h
    rcases mul_eq_zero.mp h' with h0 | h0
    · exact absurd (Fin.ext (by exact_mod_cast sub_eq_zero.mp h0)) hij
    · exact h0
  have hd : P = Matrix.diagonal fun i => P i i := by
    ext i j
    by_cases hij : i = j
    · subst hij
      simp
    · rw [hoff i j hij, Matrix.diagonal_apply_ne _ hij]
  -- `Jx` links neighbouring states, so neighbouring diagonal entries agree
  have hstep : ∀ (k : ℕ) (hk : k + 1 < a + 1),
      P ⟨k + 1, hk⟩ ⟨k + 1, hk⟩ = P ⟨k, by omega⟩ ⟨k, by omega⟩ := by
    intro k hk
    have hka : (k : ℝ) < a := by exact_mod_cast (by omega : k < a)
    have hs : 0 < √(((k : ℝ) + 1) * ((a : ℝ) - k)) :=
      Real.sqrt_pos.mpr (mul_pos (by positivity) (by linarith))
    have hne : spinX a ⟨k + 1, hk⟩ ⟨k, by omega⟩ ≠ 0 := by
      have h0 : ¬ (k = k + 1 + 1) := by omega
      have hs' : ((√(((k : ℝ) + 1) * ((a : ℝ) - k)) : ℝ) : ℂ) ≠ 0 :=
        Complex.ofReal_ne_zero.mpr hs.ne'
      simp only [spinX, lower, Matrix.smul_apply, Matrix.add_apply,
        Matrix.conjTranspose_apply, Matrix.of_apply, if_true, if_neg h0, star_zero,
        add_zero, smul_eq_mul]
      exact mul_ne_zero (by norm_num) hs'
    have h := hx.eq
    rw [hd] at h
    have h1 := congrFun (congrFun h ⟨k + 1, hk⟩) ⟨k, by omega⟩
    rw [Matrix.diagonal_mul, Matrix.mul_diagonal, mul_comm] at h1
    exact mul_left_cancel₀ hne h1
  have hconst : ∀ (k : ℕ) (hk : k < a + 1), P ⟨k, hk⟩ ⟨k, hk⟩ = P 0 0 := by
    intro k
    induction k with
    | zero => intro _; rfl
    | succ k ih => intro hk; rw [hstep k hk, ih]
  obtain ⟨c, hc⟩ : ∃ c : ℂ, P = c • (1 : Matrix (Fin (a + 1)) (Fin (a + 1)) ℂ) := by
    refine ⟨P 0 0, ?_⟩
    ext i j
    by_cases hij : i = j
    · subst hij
      simpa using hconst i i.isLt
    · simp [hoff i j hij, Matrix.one_apply_ne hij]
  have ha : (a : ℂ) + 1 ≠ 0 := Nat.cast_add_one_ne_zero a
  rw [hc, Matrix.trace_smul, Matrix.trace_one, Fintype.card_fin, smul_eq_mul,
    Nat.cast_add, Nat.cast_one, mul_div_cancel_right₀ _ ha]

/-- Partial trace sum rule: if `X` on spin `a/2` ⊗ spin `b/2` commutes with total `Jx` and
total `Jz`, its partial trace over the second spin is `Tr X / (a+1)` times the identity. -/
theorem partialTrace_sum_rule {a b : ℕ}
    {X : Matrix (Fin (a + 1) × Fin (b + 1)) (Fin (a + 1) × Fin (b + 1)) ℂ}
    (hx : Commute X (total (spinX a) (spinX b)))
    (hz : Commute X (total (spinZ a) (spinZ b))) :
    partialTrace X = (X.trace / ((a : ℂ) + 1)) • 1 := by
  have ht : (partialTrace X).trace = X.trace := by
    simp [Matrix.trace, partialTrace, Fintype.sum_prod_type]
  rw [← ht]
  exact scalar_of_commute (commute_partialTrace hx) (commute_partialTrace hz)

/-- Clebsch-Gordan orthogonality over magnetic labels: let the orthonormal columns of `C`
be states of two spins on which total `Jx` and `Jz` act as the spin-`c/2` matrices. Summed
over the second spin's label and the total label, `C C*` gives `δᵢⱼ (c+1)/(a+1)`. -/
theorem clebschGordan_sum {a b c : ℕ}
    {C : Matrix (Fin (a + 1) × Fin (b + 1)) (Fin (c + 1)) ℂ} (hC : Cᴴ * C = 1)
    (hx : total (spinX a) (spinX b) * C = C * spinX c)
    (hz : total (spinZ a) (spinZ b) * C = C * spinZ c) (i j : Fin (a + 1)) :
    ∑ k, ∑ M, C (i, k) M * star (C (j, k) M)
      = if i = j then ((c : ℂ) + 1) / ((a : ℂ) + 1) else 0 := by
  -- the projector `C Cᴴ` onto the multiplet is invariant
  have key : ∀ (A : Matrix (Fin (a + 1)) (Fin (a + 1)) ℂ)
      (B : Matrix (Fin (b + 1)) (Fin (b + 1)) ℂ) (S : Matrix (Fin (c + 1)) (Fin (c + 1)) ℂ),
      Aᴴ = A → Bᴴ = B → Sᴴ = S → total A B * C = C * S →
      Commute (C * Cᴴ) (total A B) := by
    intro A B S hA hB hS h
    have hT : (total A B)ᴴ = total A B := by
      simp [total, Matrix.conjTranspose_kronecker, hA, hB]
    have h' := congrArg Matrix.conjTranspose h
    rw [Matrix.conjTranspose_mul, Matrix.conjTranspose_mul, hT, hS] at h'
    change C * Cᴴ * total A B = total A B * (C * Cᴴ)
    rw [Matrix.mul_assoc, h', ← Matrix.mul_assoc, ← Matrix.mul_assoc, h]
  have h := partialTrace_sum_rule
    (key _ _ _ (spin_hermitian a).1 (spin_hermitian b).1 (spin_hermitian c).1 hx)
    (key _ _ _ (spin_hermitian a).2 (spin_hermitian b).2 (spin_hermitian c).2 hz)
  rw [Matrix.trace_mul_comm, hC, Matrix.trace_one, Fintype.card_fin] at h
  have hij := congrFun (congrFun h i) j
  simpa [partialTrace, Matrix.mul_apply, Matrix.one_apply] using hij

/-- The singlet `(e₀ ⊗ e₁ - e₁ ⊗ e₀)/√2` of two spins 1/2, as a one-column matrix. -/
def singlet : Matrix (Fin (1 + 1) × Fin (1 + 1)) (Fin (0 + 1)) ℂ :=
  Matrix.of fun p _ => !![0, ((√2 : ℝ) : ℂ)⁻¹; -((√2 : ℝ) : ℂ)⁻¹, 0] p.1 p.2

/-- The singlet is normalised, and total `Jx` and `Jz` act on it as the spin-0 matrices. -/
theorem clebschGordan_sum_witness :
    singletᴴ * singlet = 1 ∧
    total (spinX 1) (spinX 1) * singlet = singlet * spinX 0 ∧
    total (spinZ 1) (spinZ 1) * singlet = singlet * spinZ 0 := by
  have hs : ((√2 : ℝ) : ℂ)⁻¹ * ((√2 : ℝ) : ℂ)⁻¹ = 1 / 2 := by
    rw [← mul_inv, ← Complex.ofReal_mul, Real.mul_self_sqrt (by norm_num)]
    norm_num
  refine ⟨?_, ?_, ?_⟩
  · ext i j
    fin_cases i
    fin_cases j
    simp [singlet, Matrix.mul_apply, Fintype.sum_prod_type, Fin.sum_univ_succ]
    linear_combination 2 * hs
  · ext ⟨i, k⟩ j
    fin_cases i <;> fin_cases k <;> fin_cases j <;>
      simp [singlet, total, spinX, lower, Matrix.mul_apply, Fintype.sum_prod_type,
        Fin.sum_univ_succ, Matrix.one_apply]
  · ext ⟨i, k⟩ j
    fin_cases i <;> fin_cases k <;> fin_cases j <;>
      simp [singlet, total, spinZ, Matrix.mul_apply, Fintype.sum_prod_type,
        Fin.sum_univ_succ, Matrix.one_apply, Matrix.diagonal_apply] <;>
      norm_num

end

end PartialTraceSumRule
```

```lean
#print axioms PartialTraceSumRule.partialTrace_sum_rule
#print axioms PartialTraceSumRule.clebschGordan_sum
```

```
'PartialTraceSumRule.partialTrace_sum_rule' depends on axioms: [propext, Classical.choice, Quot.sound]
'PartialTraceSumRule.clebschGordan_sum' depends on axioms: [propext, Classical.choice, Quot.sound]
```

## Two spins and their summed labels

The natural numbers `a` and `b` are twice the spin quantum numbers, so the spins are a/2 and b/2 and integer and half-integer spins are treated alike. Spin a/2 has the a+1 basis states of `Fin (a + 1)`. The index i runs from 0 to a, and the state i has magnetic number a/2 − i, so i = 0 is the highest state. Units are ħ = 1.

`lower a` is the usual J₋, whose only nonzero entries are

(J₋)ₖ₊₁,ₖ = √((k+1)(a−k)), for 0 ≤ k < a.

This is the textbook √((s+m)(s−m+1)) with spin s = a/2 and magnetic number m = a/2 − k. `spinX a` is half the sum of J₋ and its adjoint, and `spinZ a` is diagonal. `total A B` is A⊗1 + 1⊗B, the same component of angular momentum added over both spins. A basis state of the pair is a pair of indices (i, k), and `partialTrace` is

(Tr₂ X)ᵢⱼ = Σₖ X(i,k; j,k).

The theorem `partialTrace_sum_rule` takes any complex matrix X, Hermitian or not, that commutes with total Jx and total Jz, and concludes

Tr₂ X = (Tr X/(a+1))·1.

Commutation with total Jy is not a hypothesis. An X that commutes with Jx and Jz commutes with JzJx − JxJz, which is iJy by the textbook commutator, with i the imaginary unit; that relation is used here only to interpret the hypotheses and plays no part in the code. Commutation with total Jz alone would be too weak: for a ≥ 1 the operator Jz⊗1 satisfies it, but its partial trace is (b+1)Jz.

The second result, `clebschGordan_sum`, concerns a matrix C with one column for each state of a spin c/2. The hypothesis `hC` says that the columns are orthonormal, and `hx` and `hz` say that total Jx and Jz act on them as the spin-c/2 matrices do. The entries C(i,k;M) are then Clebsch-Gordan coefficients, up to one common phase that cancels in the product below. The letter M is an index from 0 to c, with magnetic number c/2 − M, whereas textbooks use M for the magnetic number itself. The conclusion is

Σₖ Σ_M C(i,k;M) C(j,k;M)* = δᵢⱼ (c+1)/(a+1).

Both factors belong to the same three spins, so the orthogonality is between magnetic labels of the first spin, not between different values of that spin. The existence of C is assumed for the given a, b and c, and it requires that the two spins can couple to c/2.

Both theorems are stated for two parts that each carry a single fixed spin. The argument for the sum rule needs this only of the first part: `commute_partialTrace` allows any square matrix B, so the second part may contain several multiplets.

## Occupations in a filled p₃/₂ subshell

In an independent-electron description with one radial function for the subshell, the sum rule gives the orbital occupations of a filled spin-orbit level. For p₃/₂ the first factor is the orbital angular momentum 1, the second is the electron spin 1/2, and the total is 3/2, so a = 2, b = 1 and c = 3. The matrix CC† projects onto the four occupied states, and tracing out the spin leaves the orbital occupation matrix

Tr₂(CC†) = (4/3)·1.

Each of the three p orbitals holds 4/3 of an electron, and there are no coherences between them. The sum over four states and two spin directions need not be carried out coefficient by coefficient. For instance, the orbital with magnetic number 1 receives 1 from the top state of the level and 1/3 from the next, which is again 4/3.

## Tracing out the second spin preserves the commutators

Write P = Tr₂ X, and let A and B be the same component of the two spins. An operator on the first spin passes through the partial trace:

Tr₂[X(A⊗1)]ᵢⱼ = Σₖ Σₗ X(i,k; l,k) Aₗⱼ = (PA)ᵢⱼ,

and in the same way Tr₂[(A⊗1)X] = AP. An operator on the second spin can be cycled:

Tr₂[X(1⊗B)]ᵢⱼ = Σₖ Σ_q X(i,k; j,q) B_qk

Tr₂[(1⊗B)X]ᵢⱼ = Σₖ Σ_q B_kq X(i,q; j,k).

Exchanging the names k and q turns the second sum into the first. Call this common matrix R. Since the partial trace is linear, applying it to both sides of X(A⊗1 + 1⊗B) = (A⊗1 + 1⊗B)X gives

PA + R = AP + R,

so P commutes with A.

This is `commute_partialTrace`, stated for any finite matrices A and B. Its steps `hadd`, `hr`, `hl` and `hc` are additivity, the two pass-through rules and the cycling rule. Each is proved entry by entry. In `hr`, `hl` and `hc`, `Finset.sum_comm` exchanges the order of summation, and `add_right_cancel` removes R at the end.

## Jz makes the matrix diagonal and Jx makes it constant

P now commutes with Jx and Jz of the first spin. The (i, j) entry of PJz = JzP reads

Pᵢⱼ(a/2 − j) = (a/2 − i)Pᵢⱼ, hence (i − j)Pᵢⱼ = 0.

Every off-diagonal entry therefore vanishes. With P diagonal, the (k+1, k) entry of PJx = JxP is

Pₖ₊₁,ₖ₊₁ (Jx)ₖ₊₁,ₖ = (Jx)ₖ₊₁,ₖ Pₖₖ.

The factor (Jx)ₖ₊₁,ₖ = ½√((k+1)(a−k)) is positive for 0 ≤ k < a, so neighbouring diagonal entries are equal. Going down the ladder from k = 0 makes them all equal to one number p, and P = p·1. Taking the trace gives p = Tr P/(a+1).

In `scalar_of_commute`, `hoff` is the Jz argument and `hstep` the Jx argument, where `mul_left_cancel₀` divides by the nonzero ladder entry. The induction in `hconst` goes down the ladder, and the last lines fix p by the trace.

What remains for `partialTrace_sum_rule` is that tracing out the second spin and then the first gives the full trace:

Tr P = Σᵢ Σₖ X(i,k; i,k) = Tr X.

This is the step `ht`. The theorem then applies `commute_partialTrace` once for each component and passes the results to `scalar_of_commute`.

If b = 0, the second spin has a single state and P is X itself, so the rule says that an invariant operator on one spin is a multiple of the identity. If a = 0, P is the single number Tr X.

## From the projector to Clebsch-Gordan coefficients

Let T be total Jx or total Jz and S the same component of spin c/2, so that TC = CS. Both matrices are Hermitian, and the adjoint of this relation is C†T = SC†. Therefore

CC†T = CSC† = TCC†,

and the projector CC† is invariant. Its trace is

Tr(CC†) = Tr(C†C) = c+1.

The sum rule gives Tr₂(CC†) = ((c+1)/(a+1))·1, and the (i, j) entry of this equation is the Clebsch-Gordan sum stated above.

In the code, `key` is the invariance argument, written once and used for both components, with `spin_hermitian` supplying the Hermiticity. The theorem then inserts the trace and reads off the entry.

The matrix `singlet` is an explicit C for two spins 1/2 coupled to spin 0, with entries 1/√2 and −1/√2 on the two antiparallel states. `clebschGordan_sum_witness` checks the three hypotheses for it, running through all the entries with `fin_cases`. With a = b = 1 and c = 0 the sum equals δᵢⱼ/2, so the first spin of a singlet pair, taken alone, is completely unpolarised. Exchanging the two spins only changes the sign of the singlet, so the same holds for the second spin.
